# A nonzero uniform field in the spiral plane breaks the one-site screw symmetry about the plane's normal in a spin-spiral chain unless the turn per site is a multiple of 2π

## The chain, its spiral field and the screw translation

An electron hops along a chain of sites x ∈ ℤ in a field that turns in the xy plane by an angle Q from each site to the next. A translation by one site alone does not preserve a nonzero field of this kind unless Q is a multiple of 2π, but a translation combined with a spin rotation by Q about z may. The question is whether that combined operation is a symmetry, and whether it remains one when a uniform field is added.

In Lean 4 with Mathlib:

```lean
import Mathlib

open Matrix
open Complex (I)

namespace SpiralChain

noncomputable section
```

A state ψ assigns a two-component spinor to each site and vanishes at all but finitely many sites. No normalisation is imposed.

```lean
/-- States of the chain: finitely supported two-component spinor functions on the integers. -/
abbrev State := ℤ →₀ (Fin 2 → ℂ)
```

The Pauli matrices are in the σ_z eigenbasis, with rows and columns numbered 0 and 1.

```lean
/-- The Pauli matrix `σ_x`. -/
def σx : Matrix (Fin 2) (Fin 2) ℂ := !![0, 1; 1, 0]

/-- The Pauli matrix `σ_y`. -/
def σy : Matrix (Fin 2) (Fin 2) ℂ := !![0, -I; I, 0]

/-- The Pauli matrix `σ_z`. -/
def σz : Matrix (Fin 2) (Fin 2) ℂ := !![1, 0; 0, -1]
```

Fields are measured as energies, with the magnetic moment absorbed and a plus sign in the coupling. A real field (a, b, c) gives the matrix

P = aσ_x + bσ_y + cσ_z.

```lean
/-- The coupling `a σ_x + b σ_y + c σ_z` of a spin to the real field `(a, b, c)`. -/
def pauliVec (a b c : ℝ) : Matrix (Fin 2) (Fin 2) ℂ :=
  (a : ℂ) • σx + (b : ℂ) • σy + (c : ℂ) • σz
```

The spin rotation by θ about z is R(θ), with diagonal entries exp(−iθ/2) and exp(iθ/2).

```lean
/-- The spin rotation by the angle `θ` about the z axis, as a diagonal matrix of phases. -/
def spinRot (θ : ℝ) : Matrix (Fin 2) (Fin 2) ℂ :=
  !![Complex.exp (-(I * θ / 2)), 0; 0, Complex.exp (I * θ / 2)]
```

Two kinds of operator suffice: the shift ψ(x) ↦ ψ(x − n), and a matrix M(x) acting on the spin at each site. The first proof inside `onSite` shows that the result still has finite support, and the other two show that the operator is linear.

```lean
/-- The lattice translation by `n` sites, `ψ(x) ↦ ψ(x - n)`. -/
def shift (n : ℤ) : Module.End ℂ State :=
  (Finsupp.domLCongr (Equiv.addRight n)).toLinearMap

/-- The operator that acts on the spin at each site `x` with the matrix `M x`. -/
def onSite (M : ℤ → Matrix (Fin 2) (Fin 2) ℂ) : Module.End ℂ State where
  toFun ψ := Finsupp.onFinset ψ.support (fun x => M x *ᵥ ψ x) (by
    intro x hx
    rw [Finsupp.mem_support_iff]
    intro h
    exact hx (by simp [h]))
  map_add' φ ψ := by
    refine Finsupp.ext fun x => ?_
    simp [Matrix.mulVec_add]
  map_smul' r ψ := by
    refine Finsupp.ext fun x => ?_
    simp [Matrix.mulVec_smul]
```

Write B(φ) = h(cos φ σ_x + sin φ σ_y) for the planar field at angle φ. The Hamiltonian is nearest-neighbour hopping plus B(Qx) at site x. Here h is a field strength, not Planck's constant, and the hopping enters as +t where many texts write −t. Both are arbitrary real numbers.

```lean
/-- The spiral Hamiltonian: hopping `t` between neighbours and a field of strength `h`
that turns in the xy plane by the angle `Q` per site. -/
def H (t h Q : ℝ) : Module.End ℂ State :=
  (t : ℂ) • (shift 1 + shift (-1)) +
    onSite fun x => pauliVec (h * Real.cos (Q * x)) (h * Real.sin (Q * x)) 0
```

The screw translation T shifts by one site and then rotates the spin by Q; the letter does not denote time reversal.

```lean
/-- The generalized translation: a shift by one site followed by a spin rotation by `Q`. -/
def T (Q : ℝ) : Module.End ℂ State := onSite (fun _ => spinRot Q) * shift 1
```

The uniform field acts with the same matrix P on every site.

```lean
/-- The coupling of all spins to the uniform field `(a, b, c)`. -/
def zeeman (a b c : ℝ) : Module.End ℂ State := onSite fun _ => pauliVec a b c
```

## The rotation carries the field from one site to the next

Since σ_z is diagonal, the exponential of −iθσ_z/2 is the diagonal matrix whose diagonal entries are the exponentials of those of −iθσ_z/2, which gives

R(θ) = exp(−iθσ_z/2).

```lean
/-- The spin rotation is the matrix exponential `exp(-iθσ_z/2)`. -/
theorem spinRot_eq_exp (θ : ℝ) :
    spinRot θ = NormedSpace.exp ((-(I * θ / 2)) • σz) := by
  have hd : (-(I * θ / 2)) • σz = Matrix.diagonal ![-(I * θ / 2), I * θ / 2] := by
    ext i j
    fin_cases i <;> fin_cases j <;> simp [σz]
  rw [hd, Matrix.exp_diagonal, Pi.exp_def]
  ext i j
  fin_cases i <;> fin_cases j <;> simp [spinRot, Complex.exp_eq_exp_ℂ]
```

The matrix B(φ) has zero diagonal and off-diagonal entries h exp(−iφ) in position (0,1) and h exp(iφ) in position (1,0). The (0,1) entry of R(Q)B(φ) is

h exp(−iQ/2) exp(−iφ) = h exp(−i(φ + Q)) exp(iQ/2),

which is the (0,1) entry of B(φ + Q)R(Q). The (1,0) entry follows by reversing the signs of the exponents. Hence

R(Q)B(φ) = B(φ + Q)R(Q).

In the proof, `e1` and `e2` relate the two spin phases through the full angle Q. The addition formulas expand the turned field, and `linear_combination` checks the two off-diagonal entries.

```lean
/-- Rotating the spin by `Q` turns a planar field at angle `φ` into the one at `φ + Q`. -/
theorem spinRot_mul_planar (Q h φ : ℝ) :
    spinRot Q * pauliVec (h * Real.cos φ) (h * Real.sin φ) 0 =
      pauliVec (h * Real.cos (φ + Q)) (h * Real.sin (φ + Q)) 0 * spinRot Q := by
  -- the two spin phases differ by the full angle `Q`
  have e1 : Complex.exp (-(I * Q / 2)) =
      (Complex.cos Q - Complex.sin Q * I) * Complex.exp (I * Q / 2) := by
    have k : Complex.cos Q - Complex.sin Q * I = Complex.exp (-(Q : ℂ) * I) := by
      rw [Complex.exp_mul_I, Complex.cos_neg, Complex.sin_neg]
      ring
    rw [k, ← Complex.exp_add]
    congr 1
    ring
  have e2 : Complex.exp (I * Q / 2) =
      (Complex.cos Q + Complex.sin Q * I) * Complex.exp (-(I * Q / 2)) := by
    rw [← Complex.exp_mul_I, ← Complex.exp_add]
    congr 1
    ring
  unfold spinRot
  rw [Real.cos_add, Real.sin_add]
  generalize Complex.exp (-(I * Q / 2)) = u at e1 e2 ⊢
  generalize Complex.exp (I * Q / 2) = v at e1 e2 ⊢
  ext i j
  fin_cases i <;> fin_cases j <;>
    simp [pauliVec, σx, σy, σz, Matrix.mul_apply, Fin.sum_univ_two]
  · linear_combination h * (Complex.cos φ - Complex.sin φ * I) * e1 +
      h * v * Complex.sin φ * Complex.sin Q * Complex.I_sq
  · linear_combination h * (Complex.cos φ + Complex.sin φ * I) * e2 +
      h * u * Complex.sin φ * Complex.sin Q * Complex.I_sq
```

## Which uniform fields a rotation preserves

The (0,1) entry of R(θ)P = PR(θ) reads

(exp(−iθ/2) − exp(iθ/2))(a − ib) = 0.

Since a and b are real, the second factor vanishes only for a = b = 0. The first vanishes when exp(iθ) = 1, that is, when θ = 2πk for an integer k. Conversely, if a = b = 0, both matrices are diagonal and commute; if θ = 2πk, then R(θ) is 1 or −1 and commutes with everything.

The auxiliary statement `key` does this algebra for arbitrary diagonal entries u and v, and the periodicity of the exponential then turns u = v into the condition on θ.

```lean
/-- A rotation by `θ` about z leaves the coupling to the field `(a, b, c)` unchanged exactly
when the field has no transverse part or `θ` is a multiple of `2π`. -/
theorem spinRot_commute_iff (θ a b c : ℝ) :
    spinRot θ * pauliVec a b c = pauliVec a b c * spinRot θ ↔
      (a = 0 ∧ b = 0) ∨ ∃ k : ℤ, θ = 2 * Real.pi * k := by
  have key (u v : ℂ) : !![u, 0; 0, v] * pauliVec a b c = pauliVec a b c * !![u, 0; 0, v] ↔
      (a = 0 ∧ b = 0) ∨ u = v := by
    constructor
    · intro h
      -- the off-diagonal entry carries the transverse field
      have h1 := congrFun (congrFun h 0) 1
      simp [pauliVec, σx, σy, σz, Matrix.mul_apply, Fin.sum_univ_two] at h1
      have h2 : (u - v) * ((a : ℂ) - b * I) = 0 := by linear_combination h1
      rcases mul_eq_zero.mp h2 with h3 | h3
      · exact Or.inr (sub_eq_zero.mp h3)
      · exact Or.inl ⟨by simpa using congrArg Complex.re h3,
          by simpa using congrArg Complex.im h3⟩
    · rintro (⟨rfl, rfl⟩ | rfl) <;> ext i j <;> fin_cases i <;> fin_cases j <;>
        simp [pauliVec, σx, σy, σz, Matrix.mul_apply, Fin.sum_univ_two, mul_comm]
  unfold spinRot
  rw [key, Complex.exp_eq_exp_iff_exists_int]
  refine or_congr Iff.rfl ⟨?_, ?_⟩
  · rintro ⟨n, hn⟩
    refine ⟨-n, Complex.ofReal_injective ?_⟩
    push_cast
    linear_combination I * hn + ((θ : ℂ) + 2 * Real.pi * n) * Complex.I_sq
  · rintro ⟨k, rfl⟩
    refine ⟨-k, ?_⟩
    push_cast
    ring
```

## The screw translation commutes with the spiral Hamiltonian

At site x the Hamiltonian acts as

(Hψ)(x) = t[ψ(x − 1) + ψ(x + 1)] + B(Qx)ψ(x).

```lean
/-- The Hamiltonian in position space: hopping from both neighbours plus the local field. -/
theorem H_apply (t h Q : ℝ) (ψ : State) (x : ℤ) :
    H t h Q ψ x = (t : ℂ) • (ψ (x - 1) + ψ (x + 1)) +
      pauliVec (h * Real.cos (Q * x)) (h * Real.sin (Q * x)) 0 *ᵥ ψ x := by
  rw [show x + 1 = x - (-1) by ring]
  rfl
```

The screw translation acts as

(Tψ)(x) = R(Q)ψ(x − 1).

```lean
/-- The generalized translation in position space: `(Tψ)(x) = R(Q) ψ(x - 1)`, where `R(Q)` is the
spin rotation `spinRot Q`. -/
theorem T_apply (Q : ℝ) (ψ : State) (x : ℤ) : T Q ψ x = spinRot Q *ᵥ ψ (x - 1) := rfl
```

Its powers follow by induction. For n = 0 the rotation is the identity. One further application gives R(Q)R(nQ)ψ(x − 1 − n), and rotations about the same axis add their angles, so

(Tⁿψ)(x) = R(nQ)ψ(x − n).

```lean
/-- Applying the generalized translation `n` times shifts by `n` sites and rotates by `nQ`. -/
theorem T_pow_apply (Q : ℝ) (n : ℕ) (ψ : State) (x : ℤ) :
    (T Q ^ n) ψ x = spinRot (n * Q) *ᵥ ψ (x - n) := by
  induction n generalizing x with
  | zero =>
    have h0 : spinRot 0 = 1 := by
      ext i j
      fin_cases i <;> fin_cases j <;> simp [spinRot]
    simp [h0]
  | succ n ih =>
    -- successive rotations about the same axis add their angles
    have e1 : Complex.exp (-(I * (((n + 1 : ℕ) : ℝ) * Q : ℝ) / 2)) =
        Complex.exp (-(I * Q / 2)) * Complex.exp (-(I * ((n : ℝ) * Q : ℝ) / 2)) := by
      rw [← Complex.exp_add]
      congr 1
      push_cast
      ring
    have e2 : Complex.exp (I * (((n + 1 : ℕ) : ℝ) * Q : ℝ) / 2) =
        Complex.exp (I * Q / 2) * Complex.exp (I * ((n : ℝ) * Q : ℝ) / 2) := by
      rw [← Complex.exp_add]
      congr 1
      push_cast
      ring
    have hm : spinRot Q * spinRot (n * Q) = spinRot ((n + 1 : ℕ) * Q) := by
      unfold spinRot
      rw [e1, e2]
      simp
    rw [pow_succ', Module.End.mul_apply, T_apply, ih, Matrix.mulVec_mulVec, hm,
      show x - 1 - (n : ℤ) = x - ((n + 1 : ℕ) : ℤ) by push_cast; ring]
```

Applying H and T in both orders gives

(THψ)(x) = tR(Q)[ψ(x − 2) + ψ(x)] + R(Q)B(Q(x − 1))ψ(x − 1),

(HTψ)(x) = tR(Q)[ψ(x − 2) + ψ(x)] + B(Qx)R(Q)ψ(x − 1).

The hopping terms agree because the hopping does not act on spin. The field terms agree by the rotation identity at φ = Q(x − 1), which is `hc` in the proof. `Commute (T Q) (H t h Q)` therefore says TH = HT, for all real t, h and Q.

```lean
/-- The generalized translation is a symmetry of the spiral Hamiltonian. -/
theorem T_commute_H (t h Q : ℝ) : Commute (T Q) (H t h Q) := by
  show T Q * H t h Q = H t h Q * T Q
  refine LinearMap.ext fun ψ => Finsupp.ext fun x => ?_
  have hc := spinRot_mul_planar Q h (Q * ((x - 1 : ℤ) : ℝ))
  rw [show Q * ((x - 1 : ℤ) : ℝ) + Q = Q * x by push_cast; ring] at hc
  simp only [Module.End.mul_apply, T_apply, H_apply, Matrix.mulVec_add,
    Matrix.mulVec_smul, Matrix.mulVec_mulVec]
  rw [hc, show x + 1 - 1 = x - 1 + 1 by ring]
```

This is the symmetry behind the generalized Bloch theorem, which labels spiral states by a crystal momentum. Electronic-structure calculations use it to treat a spiral in the chemical unit cell; the chain here is a one-electron model with a prescribed field and no spin-orbit coupling. The step from the commutation to Bloch waves remains to be made, since those waves extend over the whole chain and are not elements of `State`.

## Which powers of T survive a uniform field

Let Z be the coupling to the uniform field. Since Tⁿ commutes with H, it commutes with H + Z exactly when it commutes with Z; this is `hred`. The two orders give

(TⁿZψ)(x) = R(nQ)Pψ(x − n),

(ZTⁿψ)(x) = PR(nQ)ψ(x − n).

If the matrices commute, so do the operators. For the converse, take a spinor v at site 0 and evaluate at x = n: R(nQ)Pv = PR(nQ)v for every v, so the matrices are equal. The previous criterion with θ = nQ then shows that Tⁿ is a symmetry exactly when a = b = 0 or nQ is an integer multiple of 2π.

```lean
/-- In a uniform field `(a, b, c)`, the `n`-fold generalized translation is a symmetry of the
spiral chain exactly when the field has no transverse part or `nQ` is a multiple of `2π`. -/
theorem T_pow_commute_iff (t h Q a b c : ℝ) (n : ℕ) :
    Commute (T Q ^ n) (H t h Q + zeeman a b c) ↔
      (a = 0 ∧ b = 0) ∨ ∃ k : ℤ, n * Q = 2 * Real.pi * k := by
  have hH := (T_commute_H t h Q).pow_left n
  have hz (ψ : State) (x : ℤ) : zeeman a b c ψ x = pauliVec a b c *ᵥ ψ x := rfl
  -- the spiral part drops out of the commutator
  have hred : Commute (T Q ^ n) (H t h Q + zeeman a b c) ↔
      Commute (T Q ^ n) (zeeman a b c) :=
    ⟨fun hc => by
      show T Q ^ n * zeeman a b c = zeeman a b c * T Q ^ n
      refine LinearMap.ext fun ψ => Finsupp.ext fun x => ?_
      have h1 := DFunLike.congr_fun (DFunLike.congr_fun hc.eq ψ) x
      have h2 := DFunLike.congr_fun (DFunLike.congr_fun hH.eq ψ) x
      simp only [Module.End.mul_apply, LinearMap.add_apply, map_add,
        Finsupp.add_apply] at h1 h2 ⊢
      rw [h2] at h1
      exact add_left_cancel h1,
      fun hc => hH.add_right hc⟩
  rw [hred, ← spinRot_commute_iff]
  constructor
  · intro hc
    refine Matrix.toLin'.injective (LinearMap.ext fun v => ?_)
    -- test on a spinor localized at the origin
    have h1 := DFunLike.congr_fun (DFunLike.congr_fun hc.eq (Finsupp.single 0 v)) (n : ℤ)
    simp only [Module.End.mul_apply, T_pow_apply, hz, sub_self, Finsupp.single_eq_same,
      Matrix.mulVec_mulVec] at h1
    simpa only [Matrix.toLin'_apply] using h1
  · intro hm
    show T Q ^ n * zeeman a b c = zeeman a b c * T Q ^ n
    refine LinearMap.ext fun ψ => Finsupp.ext fun x => ?_
    simp only [Module.End.mul_apply, T_pow_apply, hz, Matrix.mulVec_mulVec, hm]
```

A field along z thus preserves T. With a transverse component present and Q/2π irrational, no positive power of T is a symmetry. If Q = 2πp/q with integers p and q ≥ 1, the power T^q is a symmetry: up to a sign, it is the ordinary translation by q sites. The criterion concerns T and its powers only, and other combined operations can survive: for Q = π and a uniform field along y, a shift by one site followed by a spin rotation by π about y is still a symmetry.

For n = 1 and a field along x, the condition reduces to c = 0 or Q = 2πk. The letter c now denotes the x component, as `zeeman c 0 0` shows. In the surviving case with c ≠ 0, the planar field is the same at every site, so there is no spiral left to break.

```lean
/-- With a uniform field `c` along x, the generalized translation is a symmetry exactly when
`c = 0` or `Q` is a multiple of `2π`. -/
theorem T_commute_transverse_iff (t h Q c : ℝ) :
    Commute (T Q) (H t h Q + zeeman c 0 0) ↔ c = 0 ∨ ∃ k : ℤ, Q = 2 * Real.pi * k := by
  simpa using T_pow_commute_iff t h Q c 0 0 1

end

end SpiralChain
```

```lean
#print axioms SpiralChain.spinRot_eq_exp
#print axioms SpiralChain.T_pow_commute_iff
#print axioms SpiralChain.T_commute_transverse_iff
```

```
'SpiralChain.spinRot_eq_exp' depends on axioms: [propext, Classical.choice, Quot.sound]
'SpiralChain.T_pow_commute_iff' depends on axioms: [propext, Classical.choice, Quot.sound]
'SpiralChain.T_commute_transverse_iff' depends on axioms: [propext, Classical.choice, Quot.sound]
```
